# The correlation hole relative to a projector of equal density sums to zero

Let \(\psi\) be a normalised antisymmetric amplitude for \(N\) particles on a finite set of points, each of which stands for a position together with a spin value, and let \(P\) be a Hermitian projector on the same set. If both have the same positive density at a point \(x\), then the correlation hole around \(x\), defined as the exchange-correlation hole of \(\psi\) minus the exchange hole of \(P\), satisfies

\[
\sum_y h_c(x,y)=0,\qquad h_c(x,x)=0 .
\]

If the two densities agree at every point, \(h_c(x,y)\) is the difference between \(\psi\) and the Slater determinant belonging to \(P\) in the mean number of other particles at \(y\), given one at \(x\). Correlation then redistributes these particles without changing their number. In density functional theory the sum rule is a test for correlation functionals built from a model hole; the version here concerns a finite set of points and a single interaction strength, with no average over the coupling constant.

## Density, pair density and holes

Let \(X\) be the finite set. A point of \(X\) stands for a position together with a spin value, so a sum over points includes the sum over spin. A configuration \(r=(r_0,\dots,r_{N-1})\) gives the point of each particle and has probability \(|\psi(r)|^2\). With \(\delta_{a,b}\) equal to 1 if \(a=b\) and 0 otherwise, the density and the pair density are

\[
n(x)=\sum_r|\psi(r)|^2\sum_i\delta_{r_i,x},\qquad
n_2(x,y)=\sum_r|\psi(r)|^2\sum_i\sum_{j\ne i}\delta_{r_i,x}\,\delta_{r_j,y}.
\]

The pair density counts ordered pairs and carries no factor \(1/2\). Where \(n(x)>0\), the ratio \(n_2(x,y)/n(x)\) is the mean number of other particles at \(y\), given one at \(x\). The holes are

\[
h_{xc}(x,y)=\frac{n_2(x,y)}{n(x)}-n(y),\qquad
h_x(x,y)=-\frac{|P(x,y)|^2}{P(x,x)},\qquad
h_c=h_{xc}-h_x .
\]

The formula for \(h_x\) is the exchange-correlation hole of a single Slater determinant whose occupied orbitals span the range of \(P\). It is nowhere positive, being minus a square divided by a positive density.

## The sums by hand

Every configuration contains \(N\) particles, so

\[
\sum_x n(x)=\sum_r|\psi(r)|^2\sum_i\sum_x\delta_{r_i,x}=N\sum_r|\psi(r)|^2=N .
\]

In the pair density, the sum over \(y\) replaces \(\delta_{r_j,y}\) by 1. For each \(i\) there remain \(N-1\) values of \(j\), hence

\[
\sum_y n_2(x,y)=\sum_r|\psi(r)|^2\sum_i (N-1)\,\delta_{r_i,x}=(N-1)\,n(x).
\]

Dividing by \(n(x)\) and subtracting the summed density gives

\[
\sum_y h_{xc}(x,y)=(N-1)-N=-1 .
\]

For the exchange hole, hermiticity gives \(P(y,x)=\overline{P(x,y)}\), and the diagonal element of \(P^2=P\) reads

\[
P(x,x)=\sum_y P(x,y)P(y,x)=\sum_y|P(x,y)|^2 .
\]

Thus \(\sum_y h_x(x,y)=-1\) as well, and the difference of the two sums is zero.

At \(y=x\), a term of \(n_2(x,x)\) can contribute only if two distinct particles \(i\) and \(j\) are both at \(x\). Exchanging them leaves \(r\) unchanged, while antisymmetry reverses the sign of the amplitude. So \(\psi(r)=-\psi(r)\), which means \(\psi(r)=0\), and therefore \(n_2(x,x)=0\). It follows that \(h_{xc}(x,x)=-n(x)\). Since \(P(x,x)=n(x)\), also \(h_x(x,x)=-n(x)^2/n(x)=-n(x)\), and the difference vanishes.

The argument includes \(N=1\), where the pair density is zero. For \(N=0\) there is no point of positive density.

## Amplitudes and holes in Lean

The set of points is an arbitrary finite type `X`, and the particles are labelled by `Fin N`, that is, by \(0,\dots,N-1\).

```lean
import Mathlib

open Finset

namespace CorrelationHole

noncomputable section

variable {X : Type*} [Fintype X] [DecidableEq X] {N : ℕ}
```

An amplitude is a complex function of configurations `Fin N → X`. Composing `r` with `Equiv.swap i j` exchanges the points of particles \(i\) and \(j\).

```lean
/-- Exchanging any two distinct particles reverses the sign of the amplitude. -/
def IsAntisymmetric (ψ : (Fin N → X) → ℂ) : Prop :=
  ∀ (r : Fin N → X) (i j : Fin N), i ≠ j → ψ (r ∘ Equiv.swap i j) = -ψ r
```

Normalisation is a plain sum over configurations. There is no volume element, so the density is a mean occupation number and not a number per volume.

```lean
/-- The total probability of all configurations is one. -/
def IsNormalised (ψ : (Fin N → X) → ℂ) : Prop :=
  ∑ r, ‖ψ r‖ ^ 2 = 1
```

The `if` expressions play the part of \(\delta_{r_i,x}\).

```lean
/-- The density: the number of particles at `x`, weighted with `|ψ|²`. -/
def density (ψ : (Fin N → X) → ℂ) (x : X) : ℝ :=
  ∑ r, ‖ψ r‖ ^ 2 * ∑ i, (if r i = x then (1 : ℝ) else 0)
```

The restriction \(j\ne i\) is written as a sum over `univ.erase i`.

```lean
/-- The pair density: the number of ordered pairs of distinct particles, the first at `x`
and the second at `y`, weighted with `|ψ|²`. -/
def pairDensity (ψ : (Fin N → X) → ℂ) (x y : X) : ℝ :=
  ∑ r, ‖ψ r‖ ^ 2 * ∑ i, ∑ j ∈ univ.erase i,
    (if r i = x then (1 : ℝ) else 0) * (if r j = y then (1 : ℝ) else 0)
```

The three holes are real-valued functions of the reference point `x` and the second point `y`.

```lean
/-- The exchange-correlation hole at `y` around a particle at `x`, for nonzero density
at `x`. -/
def xcHole (ψ : (Fin N → X) → ℂ) (x y : X) : ℝ :=
  pairDensity ψ x y / density ψ x - density ψ y
```

The denominator of the exchange hole is the real part of the diagonal element, which for a Hermitian matrix is the whole element.

```lean
/-- The exchange hole of a one-particle density matrix `P`, for nonzero real part of
`P x x`. -/
def exchangeHole (P : Matrix X X ℂ) (x y : X) : ℝ :=
  -‖P x y‖ ^ 2 / (P x x).re

/-- The correlation hole: the exchange-correlation hole of `ψ` minus the exchange hole of
`P`, for nonzero density of both at `x`. -/
def correlationHole (ψ : (Fin N → X) → ℂ) (P : Matrix X X ℂ) (x y : X) : ℝ :=
  xcHole ψ x y - exchangeHole P x y
```

## Counting particles and pairs

The first theorem is \(\sum_x n(x)=N\). `Finset.sum_comm` brings the sum over configurations to the outside, the auxiliary statement `h` counts the particles in one configuration, and normalisation finishes the proof.

```lean
/-- The density of a normalised `N`-particle amplitude sums to `N`. -/
theorem sum_density (ψ : (Fin N → X) → ℂ) (h1 : IsNormalised ψ) :
    ∑ x, density ψ x = N := by
  unfold density
  rw [Finset.sum_comm]
  -- every configuration contains exactly `N` particles
  have h : ∀ r : Fin N → X,
      ∑ x, ‖ψ r‖ ^ 2 * ∑ i, (if r i = x then (1 : ℝ) else 0) = ‖ψ r‖ ^ 2 * N := by
    intro r
    rw [← Finset.mul_sum, Finset.sum_comm]
    simp
  rw [Finset.sum_congr rfl fun r _ => h r, ← Finset.sum_mul, h1, one_mul]
```

The sum of the pair density needs neither normalisation nor antisymmetry, because the count holds configuration by configuration. Inside `h`, the statement `hj` carries out the sum over \(y\), and `Finset.card_erase_of_mem` supplies the \(N-1\) partners. The existence of a particle `i` guarantees \(N\ge1\), so that the subtraction in the natural numbers agrees with the one in the reals.

```lean
/-- Summing the pair density over the second point leaves `N - 1` times the density at
the first. -/
theorem sum_pairDensity (ψ : (Fin N → X) → ℂ) (x : X) :
    ∑ y, pairDensity ψ x y = ((N : ℝ) - 1) * density ψ x := by
  unfold pairDensity density
  rw [Finset.sum_comm, Finset.mul_sum]
  refine Finset.sum_congr rfl fun r _ => ?_
  -- each particle at `x` has `N - 1` partners
  have h : ∑ y, ∑ i, ∑ j ∈ univ.erase i,
      (if r i = x then (1 : ℝ) else 0) * (if r j = y then (1 : ℝ) else 0)
      = ((N : ℝ) - 1) * ∑ i, (if r i = x then (1 : ℝ) else 0) := by
    rw [Finset.sum_comm, Finset.mul_sum]
    refine Finset.sum_congr rfl fun i _ => ?_
    rw [Finset.sum_comm]
    have hN : 1 ≤ N := by
      have := i.isLt
      omega
    have hj : ∀ j, ∑ y, (if r i = x then (1 : ℝ) else 0) * (if r j = y then (1 : ℝ) else 0)
        = (if r i = x then (1 : ℝ) else 0) := by
      intro j
      rw [← Finset.mul_sum]
      simp
    rw [Finset.sum_congr rfl fun j _ => hj j, Finset.sum_const,
      Finset.card_erase_of_mem (Finset.mem_univ i), Finset.card_univ, Fintype.card_fin,
      nsmul_eq_mul, Nat.cast_sub hN, Nat.cast_one]
  rw [← Finset.mul_sum, h]
  ring
```

## The Pauli principle at coincidence

The proof shows that each term of \(n_2(x,x)\) is zero. If either particle is away from \(x\), an indicator vanishes. If both are at \(x\), `hr` states that the exchange leaves the configuration unchanged, and `h2` draws the conclusion \(\psi(r)=0\). Because points include spin, this concerns particles of equal spin; two electrons of opposite spin at one position occupy different points of `X`.

```lean
/-- For an antisymmetric amplitude the pair density vanishes when the two points
coincide. -/
theorem pairDensity_self (ψ : (Fin N → X) → ℂ) (ha : IsAntisymmetric ψ) (x : X) :
    pairDensity ψ x x = 0 := by
  unfold pairDensity
  refine Finset.sum_eq_zero fun r _ => ?_
  rw [Finset.mul_sum]
  refine Finset.sum_eq_zero fun i _ => ?_
  rw [Finset.mul_sum]
  refine Finset.sum_eq_zero fun j hj => ?_
  by_cases hi : r i = x
  · by_cases hjx : r j = x
    · -- exchanging two particles at the same point changes nothing, so `ψ r = -ψ r`
      have hr : r ∘ Equiv.swap i j = r := by
        funext k
        rcases eq_or_ne k i with h | h
        · simp [h, hi, hjx]
        · rcases eq_or_ne k j with h' | h'
          · simp [h', hi, hjx]
          · simp [Equiv.swap_apply_of_ne_of_ne h h']
      have h0 := ha r i j (Finset.ne_of_mem_erase hj).symm
      rw [hr] at h0
      have h2 : ψ r = 0 := by linear_combination h0 / 2
      simp [h2]
    · simp [hjx]
  · simp [hi]
```

## The sum rule

Combining the two counts gives \(-1\) for the exchange-correlation hole. This part does not use antisymmetry.

```lean
/-- The exchange-correlation hole of a normalised amplitude sums to `-1` around every
point of positive density. -/
theorem sum_xcHole (ψ : (Fin N → X) → ℂ) (h1 : IsNormalised ψ) {x : X}
    (hx : 0 < density ψ x) : ∑ y, xcHole ψ x y = -1 := by
  unfold xcHole
  rw [Finset.sum_sub_distrib, ← Finset.sum_div, sum_pairDensity, sum_density ψ h1,
    mul_div_assoc, div_self hx.ne']
  ring
```

The main theorem adds the projector. The hypotheses `hP` and `hPP` say that `P` is Hermitian and idempotent, and `hn` equates its diagonal element with the density of `ψ` at the single point `x`. Neither equality elsewhere nor rank \(N\) is required. Even the equality at `x` matters only for \(h_c(x,x)=0\): by the calculation above, the exchange hole sums to \(-1\) whenever \(P(x,x)\) is positive. In the spin-density version of Kohn–Sham theory, `P` would be the projector on the occupied spin orbitals of the non-interacting reference system, whose density agrees with that of `ψ` at every position for each spin. If only the density summed over spin is matched, `hn` can fail. The theorem takes `P` as given and does not show that such a reference system exists for a given `ψ`. Nor does any Hamiltonian enter: `ψ` need not be a ground state.

In the first half of the proof, `hd` is the diagonal of \(P^2=P\), and `hs` turns it into \(\sum_y|P(x,y)|^2=P(x,x)\) by hermiticity. The exchange hole then sums to \(-1\) and cancels the result of `sum_xcHole`. The second half inserts \(n_2(x,x)=0\) and simplifies \(n(x)^2/n(x)\) to \(n(x)\).

```lean
/-- Let `ψ` be normalised and antisymmetric, and `P` a Hermitian projector with the same
positive density at `x`. Then the correlation hole around `x` sums to zero and vanishes
at `x` itself. -/
theorem correlationHole_sum_rule (ψ : (Fin N → X) → ℂ) (P : Matrix X X ℂ)
    (h1 : IsNormalised ψ) (ha : IsAntisymmetric ψ) (hP : P.IsHermitian) (hPP : P * P = P)
    {x : X} (hn : P x x = (density ψ x : ℂ)) (hx : 0 < density ψ x) :
    ∑ y, correlationHole ψ P x y = 0 ∧ correlationHole ψ P x x = 0 := by
  have hre : (P x x).re = density ψ x := by rw [hn, Complex.ofReal_re]
  constructor
  · -- the diagonal of `P * P = P` normalises the exchange hole
    have hs : ((∑ y, ‖P x y‖ ^ 2 : ℝ) : ℂ) = P x x := by
      have hd : ∑ y, P x y * P y x = P x x := by
        rw [← Matrix.mul_apply, hPP]
      rw [← hd]
      push_cast
      refine Finset.sum_congr rfl fun y _ => ?_
      rw [← hP.apply y x]
      exact (Complex.mul_conj' _).symm
    have hs' : ∑ y, ‖P x y‖ ^ 2 = density ψ x := by
      exact_mod_cast hs.trans hn
    unfold correlationHole exchangeHole
    rw [Finset.sum_sub_distrib, sum_xcHole ψ h1 hx, ← Finset.sum_div,
      Finset.sum_neg_distrib, hs', hre, neg_div, div_self hx.ne']
    ring
  · -- at coincidence both holes equal minus the density
    have hq : density ψ x ^ 2 / density ψ x = density ψ x := by
      rw [sq, mul_div_assoc, div_self hx.ne', mul_one]
    unfold correlationHole xcHole exchangeHole
    rw [pairDensity_self ψ ha, hre, hn, Complex.norm_real, Real.norm_eq_abs, sq_abs,
      zero_div, neg_div, hq]
    ring
```

## A correlated pair on four points

An example shows that the hypotheses are compatible with a correlation hole that is not zero everywhere. Take two particles that occupy either points 0 and 1 or points 2 and 3, with equal weight. The four nonzero amplitudes are \(\pm\tfrac12\), so the state is normalised, and the density is \(\tfrac12\) at every point.

```lean
/-- Amplitudes of two particles that occupy either points 0 and 1 or points 2 and 3. -/
def pairMatrix : Matrix (Fin 4) (Fin 4) ℂ :=
  !![0, 1/2, 0, 0; -(1/2), 0, 0, 0; 0, 0, 0, 1/2; 0, 0, -(1/2), 0]

/-- The two-particle amplitude with the entries of `pairMatrix`. -/
def pairState (r : Fin 2 → Fin 4) : ℂ := pairMatrix (r 0) (r 1)
```

The reference is the projector on the orbitals \((e_0+e_2)/\sqrt2\) and \((e_1+e_3)/\sqrt2\), where \(e_k\) is the unit vector at point \(k\). Its diagonal elements are also \(\tfrac12\).

```lean
/-- The projector on two orbitals, one spread evenly over points 0 and 2, the other over
points 1 and 3. -/
def pairProjector : Matrix (Fin 4) (Fin 4) ℂ :=
  !![1/2, 0, 1/2, 0; 0, 1/2, 0, 1/2; 1/2, 0, 1/2, 0; 0, 1/2, 0, 1/2]
```

Around point 0, the configurations \((0,1)\) and \((1,0)\) give \(n_2(0,1)=\tfrac14+\tfrac14=\tfrac12\), so \(h_{xc}(0,1)=1-\tfrac12=\tfrac12\). Since \(P(0,1)=0\), the exchange hole vanishes there, and \(h_c(0,1)=\tfrac12\). The same arithmetic gives \(h_c(0,3)=-\tfrac12\) and zero at points 0 and 2. With one particle at point 0, the reference determinant divides the other evenly between points 1 and 3, whereas the correlated state places it at point 1 with certainty.

In the proof, `hsum` rewrites a sum over configurations as a double sum over points, `hd` and `hp` evaluate the density and the pair density, and the remaining conditions are checked entry by entry.

```lean
/-- `pairState` and `pairProjector` meet all conditions of the sum rule at every point, and
their correlation hole at point 1 around point 0 is `1/2`. -/
theorem correlationHole_witness :
    IsNormalised pairState ∧ IsAntisymmetric pairState ∧ pairProjector.IsHermitian ∧
    pairProjector * pairProjector = pairProjector ∧
    (∀ x, pairProjector x x = (density pairState x : ℂ) ∧ 0 < density pairState x) ∧
    correlationHole pairState pairProjector 0 1 = 1 / 2 := by
  -- sums over configurations become double sums over points
  have hsum : ∀ f : (Fin 2 → Fin 4) → ℝ, ∑ r, f r = ∑ a, ∑ b, f ![a, b] := by
    intro f
    rw [← (finTwoArrowEquiv (Fin 4)).symm.sum_comp, Fintype.sum_prod_type]
    rfl
  have hd : ∀ x, density pairState x = 1 / 2 := by
    intro x
    rw [density, hsum]
    simp only [Fin.sum_univ_two]
    fin_cases x <;> simp [pairState, pairMatrix, Fin.sum_univ_four] <;> norm_num
  have he0 : (univ : Finset (Fin 2)).erase 0 = {1} := by decide
  have he1 : (univ : Finset (Fin 2)).erase 1 = {0} := by decide
  have hp : pairDensity pairState 0 1 = 1 / 2 := by
    rw [pairDensity, hsum]
    simp only [Fin.sum_univ_two, he0, he1, Finset.sum_singleton]
    simp [pairState, pairMatrix, Fin.sum_univ_four]
    norm_num
  refine ⟨?_, ?_, ?_, ?_, ?_, ?_⟩
  · rw [IsNormalised, hsum]
    simp [pairState, pairMatrix, Fin.sum_univ_four]
    norm_num
  · have hA : ∀ a b, pairMatrix b a = -pairMatrix a b := by
      intro a b
      fin_cases a <;> fin_cases b <;> simp [pairMatrix]
    have hswap : ∀ i j : Fin 2, i ≠ j → Equiv.swap i j = Equiv.swap 0 1 := by decide
    intro r i j hij
    rw [hswap i j hij]
    change pairMatrix (r (Equiv.swap 0 1 0)) (r (Equiv.swap 0 1 1)) = -pairMatrix (r 0) (r 1)
    rw [Equiv.swap_apply_left, Equiv.swap_apply_right]
    exact hA _ _
  · ext i j
    fin_cases i <;> fin_cases j <;> simp [pairProjector, Matrix.conjTranspose_apply]
  · ext i j
    fin_cases i <;> fin_cases j <;>
      simp [pairProjector, Matrix.mul_apply, Fin.sum_univ_four] <;> norm_num
  · intro x
    rw [hd x]
    refine ⟨?_, by norm_num⟩
    fin_cases x <;> simp [pairProjector]
  · rw [correlationHole, xcHole, exchangeHole, hp, hd, hd]
    simp [pairProjector]
    norm_num

end

end CorrelationHole
```

```lean
#print axioms CorrelationHole.correlationHole_sum_rule
```

```
'CorrelationHole.correlationHole_sum_rule' depends on axioms: [propext, Classical.choice, Quot.sound]
```
